# Of two exponential proatoms on a line, the faster-decaying one holds the Hirshfeld majority only on a bounded interval

Two atoms share the electron density between and around them, and one has a much longer exponential tail than the other. Hirshfeld partitioning divides the density at each point in proportion to the densities of the free atoms, the proatoms. Far away, even on the compact atom's own side, the longer tail dominates. Where, then, does the compact atom receive more than half?

In Lean 4 with Mathlib:

```lean
import Mathlib

open Set

namespace DiffuseProatomCapture

noncomputable section
```

## Two exponential densities and their shares

A proatom with amplitude $c$, decay constant $k$ and nucleus at $x_0$ has density $c\,e^{-k|x-x_0|}$ at the real coordinate $x$. Amplitude and decay constant are independent, so no electron number is imposed.

```lean
/-- Exponential proatom density on a line, with amplitude `c`, decay constant `k` and
nucleus at `x₀`. -/
def proatom (c k x₀ x : ℝ) : ℝ := c * Real.exp (-k * |x - x₀|)
```

If an atom has proatom density $\sigma$ and its neighbour has $\rho$, its weight is $w=\sigma/(\sigma+\rho)$. This is the fraction of the molecular density assigned to it; the molecular density itself does not enter.

```lean
/-- Hirshfeld (stockholder) weight at `x` of the atom with proatom density `σ`, when the other
proatom has density `ρ`; meant for points where `σ x + ρ x` is nonzero. -/
def stockholderWeight (σ ρ : ℝ → ℝ) (x : ℝ) : ℝ := σ x / (σ x + ρ x)
```

Put the diffuse atom at the origin and the compact one at $R>0$:
$$\rho(x)=A e^{-a|x|},\qquad \sigma(x)=B e^{-b|x-R|},\qquad A,B>0,\quad 0<a<b.$$
The condition $a<b$ says that the second atom decays faster. In `compactWeight` its density comes first, as the numerator.

```lean
/-- Hirshfeld weight of the compact atom `B exp(-b|x-R|)` beside the diffuse atom
`A exp(-a|x|)`; meant for positive amplitudes `A` and `B`. -/
def compactWeight (A B a b R : ℝ) : ℝ → ℝ :=
  stockholderWeight (proatom B b R) (proatom A a 0)
```

The density ratio is $\rho/\sigma=(A/B)\,e^{f(x)}$ with $f(x)=b|x-R|-a|x|$, so requiring the weight to exceed a threshold strictly between 0 and 1 becomes $f(x)<L$ for some real $L$. The left edge of that region is the smaller of two quotients: the one with denominator $a+b$ when $L<bR$, and the one with denominator $b-a$ when $L>bR$, where the region extends behind the diffuse nucleus.

```lean
/-- Left edge of the region `b|x-R| - a|x| < L`, for `0 < a < b` and `R > 0`, when that region is
nonempty. -/
def leftEdge (a b R L : ℝ) : ℝ := min ((b * R - L) / (a + b)) ((b * R - L) / (b - a))
```

The right edge has a single formula.

```lean
/-- Right edge of the region `b|x-R| - a|x| < L`, for `0 < a < b` and `R > 0`, when that region is
nonempty. -/
def rightEdge (a b R L : ℝ) : ℝ := (L + b * R) / (b - a)
```

## From a weight to a piecewise linear inequality

Let $\tau$ be the threshold. Where $\sigma+\rho>0$, multiplying by the denominator gives
$$\tau<\frac{\sigma}{\sigma+\rho}\iff \tau(\sigma+\rho)<\sigma\iff \tau\rho<(1-\tau)\sigma.$$

```lean
/-- Where the total proatom density is positive, a stockholder weight exceeds `τ` exactly when
`τ` times the other density is less than `1 - τ` times the atom's own density. -/
theorem lt_stockholderWeight_iff (σ ρ : ℝ → ℝ) (τ x : ℝ) (h : 0 < σ x + ρ x) :
    τ < stockholderWeight σ ρ x ↔ τ * ρ x < (1 - τ) * σ x := by
  unfold stockholderWeight
  rw [lt_div_iff₀ h]
  constructor <;> intro h' <;> nlinarith
```

For $0<\tau<1$, insert the exponentials and divide by $\tau A\,e^{-b|x-R|}>0$:
$$e^{f(x)}<\frac{(1-\tau)B}{\tau A}\iff f(x)<L,\qquad L=\log\frac{(1-\tau)B}{\tau A}.$$
In the proof, `key` and `e1` factor out the compact exponential, which is then cancelled because it is positive.

```lean
/-- For positive amplitudes and a threshold `0 < τ < 1`, the compact atom's weight exceeds `τ`
exactly where `b|x-R| - a|x|` lies below the logarithm of `(1-τ)B / (τA)`. -/
theorem lt_compactWeight_iff_log {A B τ : ℝ} (a b R x : ℝ) (hA : 0 < A) (hB : 0 < B)
    (h0 : 0 < τ) (h1 : τ < 1) :
    τ < compactWeight A B a b R x ↔
      b * |x - R| - a * |x| < Real.log ((1 - τ) * B / (τ * A)) := by
  have hpos : 0 < proatom B b R x + proatom A a 0 x := by
    unfold proatom
    positivity
  have hτA : 0 < τ * A := mul_pos h0 hA
  have hτB : 0 < (1 - τ) * B := mul_pos (by linarith) hB
  unfold compactWeight
  rw [lt_stockholderWeight_iff _ _ _ _ hpos, Real.lt_log_iff_exp_lt (div_pos hτB hτA),
    lt_div_iff₀ hτA]
  simp only [proatom, sub_zero]
  -- divide both densities by the compact exponential
  have key : Real.exp (b * |x - R| - a * |x|) * Real.exp (-b * |x - R|)
      = Real.exp (-a * |x|) := by
    rw [← Real.exp_add]
    congr 1
    ring
  have e1 : τ * (A * Real.exp (-a * |x|))
      = (Real.exp (b * |x - R| - a * |x|) * (τ * A)) * Real.exp (-b * |x - R|) := by
    linear_combination (-(τ * A)) * key
  have hE : 0 < Real.exp (-b * |x - R|) := Real.exp_pos _
  rw [e1, ← mul_assoc (1 - τ) B]
  exact ⟨fun h => lt_of_mul_lt_mul_right h hE.le, fun h => mul_lt_mul_of_pos_right h hE⟩
```

The two nuclei divide the line into three parts:

- For $x\le0$, $f(x)=bR-(b-a)x$, so $f(x)<L$ means $x>(bR-L)/(b-a)$.
- For $0\le x\le R$, $f(x)=bR-(a+b)x$, so it means $x>(bR-L)/(a+b)$.
- For $x\ge R$, $f(x)=(b-a)x-bR$, so it means $x<(L+bR)/(b-a)$.

In each part the remaining edge condition follows from the signs of $x$ and $x-R$. The proof makes the same case split and gives `nlinarith` those signs as products such as `p1` and `p2`. `Ioo` is the open interval.

```lean
/-- For `0 < a < b` and `R > 0`, the inequality `b|x-R| - a|x| < L` holds exactly between the
left and the right edge. -/
theorem exponent_lt_iff {a b R : ℝ} (L x : ℝ) (ha : 0 < a) (hab : a < b) (hR : 0 < R) :
    b * |x - R| - a * |x| < L ↔ x ∈ Ioo (leftEdge a b R L) (rightEdge a b R L) := by
  have hb : 0 < b := ha.trans hab
  have hs : 0 < a + b := by linarith
  have hd : 0 < b - a := by linarith
  rw [mem_Ioo, leftEdge, rightEdge, min_lt_iff, div_lt_iff₀ hs, div_lt_iff₀ hd,
    lt_div_iff₀ hd]
  rcases le_total x 0 with hx | hx
  · -- behind the diffuse nucleus
    have p1 : 0 ≤ a * (-x) := mul_nonneg ha.le (by linarith)
    have p2 : 0 ≤ (b - a) * (-x) := mul_nonneg hd.le (by linarith)
    have p3 : 0 < b * R := mul_pos hb hR
    rw [abs_of_nonpos hx, abs_of_nonpos (by linarith : x - R ≤ 0)]
    constructor
    · intro h
      exact ⟨Or.inr (by nlinarith), by nlinarith⟩
    · rintro ⟨h | h, -⟩ <;> nlinarith
  · have p1 : 0 ≤ a * x := mul_nonneg ha.le hx
    rw [abs_of_nonneg hx]
    rcases le_total x R with hxR | hxR
    · -- between the nuclei
      have p2 : 0 ≤ b * (R - x) := mul_nonneg hb.le (by linarith)
      rw [abs_of_nonpos (by linarith : x - R ≤ 0)]
      constructor
      · intro h
        exact ⟨Or.inl (by nlinarith), by nlinarith⟩
      · rintro ⟨h | h, -⟩ <;> nlinarith
    · -- beyond the compact nucleus
      have p2 : 0 ≤ b * (x - R) := mul_nonneg hb.le (by linarith)
      rw [abs_of_nonneg (by linarith : 0 ≤ x - R)]
      constructor
      · intro h
        exact ⟨Or.inl (by nlinarith), by nlinarith⟩
      · rintro ⟨-, h⟩
        nlinarith
```

Combining the last two results gives the region for every threshold $0<\tau<1$.

```lean
/-- For `A, B, R > 0`, `0 < a < b` and `0 < τ < 1`, the points where the compact atom's weight
exceeds `τ` form a bounded open interval with explicit edges. -/
theorem region_eq_Ioo {A B a b R τ : ℝ} (hA : 0 < A) (hB : 0 < B) (hR : 0 < R)
    (ha : 0 < a) (hab : a < b) (h0 : 0 < τ) (h1 : τ < 1) :
    {x | τ < compactWeight A B a b R x} =
      Ioo (leftEdge a b R (Real.log ((1 - τ) * B / (τ * A))))
        (rightEdge a b R (Real.log ((1 - τ) * B / (τ * A)))) := by
  ext x
  rw [Set.mem_ofPred_eq, lt_compactWeight_iff_log a b R x hA hB h0 h1,
    exponent_lt_iff _ x ha hab hR]
```

## When the compact atom wins anywhere

The triangle inequality $|x|\le|x-R|+R$ gives
$$f(x)\ge(b-a)|x-R|-aR\ge-aR=f(R).$$
The compact atom's weight is therefore greatest at its own nucleus, and the region is nonempty exactly when it contains $R$. There the condition reads $\tau A e^{-aR}<(1-\tau)B$. The proof calls this equivalence `atR` and uses the triangle inequality to carry any point of the region to $R$.

```lean
/-- For `A, B, R > 0`, `0 < a < b` and `0 < τ < 1`, the compact atom's weight exceeds `τ`
somewhere exactly when `τ A exp(-aR) < (1-τ) B`. -/
theorem region_nonempty_iff {A B a b R τ : ℝ} (hA : 0 < A) (hB : 0 < B) (hR : 0 < R)
    (ha : 0 < a) (hab : a < b) (h0 : 0 < τ) (h1 : τ < 1) :
    {x | τ < compactWeight A B a b R x}.Nonempty ↔
      τ * (A * Real.exp (-a * R)) < (1 - τ) * B := by
  have hpos : 0 < proatom B b R R + proatom A a 0 R := by
    unfold proatom
    positivity
  -- the criterion is the threshold condition at the compact nucleus
  have atR : τ < compactWeight A B a b R R ↔
      τ * (A * Real.exp (-a * R)) < (1 - τ) * B := by
    unfold compactWeight
    rw [lt_stockholderWeight_iff _ _ _ _ hpos]
    simp only [proatom, sub_zero, sub_self, abs_zero, mul_zero, Real.exp_zero, mul_one,
      abs_of_pos hR]
  rw [← atR]
  refine ⟨?_, fun h => ⟨R, h⟩⟩
  rintro ⟨x, hx⟩
  rw [Set.mem_ofPred_eq, lt_compactWeight_iff_log a b R x hA hB h0 h1] at hx
  rw [lt_compactWeight_iff_log a b R R hA hB h0 h1, sub_self, abs_zero, abs_of_pos hR]
  have ht := abs_sub_abs_le_abs_sub x R
  rw [abs_of_pos hR] at ht
  have p1 : 0 ≤ a * (|x - R| - (|x| - R)) := mul_nonneg ha.le (by linarith)
  have p2 : 0 ≤ (b - a) * |x - R| := mul_nonneg (by linarith) (abs_nonneg _)
  nlinarith
```

## How fast the distant share is lost

Dropping $\sigma$ from the denominator and using the same triangle inequality,
$$w(x)\le\frac{\sigma(x)}{\rho(x)}=\frac BA e^{a|x|-b|x-R|}\le\frac BA e^{aR-(b-a)|x-R|}.$$
The bound itself does not need $a<b$, but its decay does. With $a<b$ the right-hand side tends to zero in both directions, and the positive weight must follow; the theorem records the inequality and leaves this limit to the reader.

```lean
/-- For `A, B, R, a > 0`, the weight of the second atom at any point `x` is at most
`(B/A) exp(aR - (b-a)|x-R|)`. -/
theorem compactWeight_le_envelope {A B a R : ℝ} (b x : ℝ) (hA : 0 < A) (hB : 0 < B)
    (hR : 0 < R) (ha : 0 < a) :
    compactWeight A B a b R x ≤ B / A * Real.exp (a * R - (b - a) * |x - R|) := by
  have hpos : 0 < proatom B b R x + proatom A a 0 x := by
    unfold proatom
    positivity
  have hσ : 0 < proatom B b R x := by
    unfold proatom
    positivity
  have hK : 0 < B / A * Real.exp (a * R - (b - a) * |x - R|) := by positivity
  have ht := abs_sub_abs_le_abs_sub x R
  rw [abs_of_pos hR] at ht
  have p1 : 0 ≤ a * (|x - R| - (|x| - R)) := mul_nonneg ha.le (by linarith)
  -- the envelope already dominates the ratio of the two densities
  have main : proatom B b R x ≤
      B / A * Real.exp (a * R - (b - a) * |x - R|) * proatom A a 0 x := by
    simp only [proatom, sub_zero]
    calc B * Real.exp (-b * |x - R|)
        ≤ B * Real.exp (a * R - (b - a) * |x - R| + -a * |x|) := by
          apply mul_le_mul_of_nonneg_left _ hB.le
          apply Real.exp_le_exp.mpr
          nlinarith
      _ = B / A * Real.exp (a * R - (b - a) * |x - R|) * (A * Real.exp (-a * |x|)) := by
          rw [Real.exp_add]
          field_simp
  unfold compactWeight stockholderWeight
  rw [div_le_iff₀ hpos, mul_add]
  have := mul_pos hK hσ
  linarith
```

## The half-weight region

At $\tau=1/2$ the logarithm reduces to $L=\log(B/A)$, and the criterion becomes $B>Ae^{-aR}$: at the compact nucleus, the compact density must exceed the diffuse atom's tail. The final theorem states both the interval and this criterion.

```lean
/-- For `A, B, R > 0` and `0 < a < b`, the compact atom has Hirshfeld weight above one half
exactly on a bounded open interval, which is nonempty if and only if `B > A exp(-aR)`. -/
theorem compact_atom_majority_region {A B a b R : ℝ} (hA : 0 < A) (hB : 0 < B) (hR : 0 < R)
    (ha : 0 < a) (hab : a < b) :
    {x | 1 / 2 < compactWeight A B a b R x} =
        Ioo (leftEdge a b R (Real.log (B / A))) (rightEdge a b R (Real.log (B / A))) ∧
      ((Ioo (leftEdge a b R (Real.log (B / A)))
        (rightEdge a b R (Real.log (B / A)))).Nonempty ↔ A * Real.exp (-a * R) < B) := by
  have hq : (1 - 1 / 2 : ℝ) * B / (1 / 2 * A) = B / A := by
    rw [show (1 - 1 / 2 : ℝ) = 1 / 2 by norm_num, mul_div_mul_left _ _ (by norm_num)]
  have hset := region_eq_Ioo (τ := 1 / 2) hA hB hR ha hab (by norm_num) (by norm_num)
  rw [hq] at hset
  refine ⟨hset, ?_⟩
  rw [← hset, region_nonempty_iff hA hB hR ha hab (by norm_num) (by norm_num)]
  constructor <;> intro h <;> linarith

end

end DiffuseProatomCapture
```

Some dispersion corrections scale free-atom coefficients using ratios of Hirshfeld volumes to free-atom volumes, and these volumes weight density by the cube of its distance from the nucleus. In this one-dimensional model with two fixed exponential proatoms, density far enough from both nuclei goes mostly to the diffuse atom.

```lean
#print axioms DiffuseProatomCapture.compactWeight_le_envelope
-- 'DiffuseProatomCapture.compactWeight_le_envelope' depends on axioms: [propext, Classical.choice, Quot.sound]
#print axioms DiffuseProatomCapture.compact_atom_majority_region
-- 'DiffuseProatomCapture.compact_atom_majority_region' depends on axioms: [propext, Classical.choice, Quot.sound]
```
